# For a, b > 0 the Perdew-Constantin interpolation rises strictly from 0 to 1 and joins its constant ends smoothly

The Perdew-Constantin formula divides by \(z\) and by \(a-z\), so it gives no value at \(z=0\) or at \(z=a\); the switch is completed by the constant 0 for \(z\le0\) and the constant 1 for \(z\ge a\). For \(0<z<a\) it reads

\[
f(z)=\left[\frac{1+e^{a/(a-z)}}{e^{a/z}+e^{a/(a-z)}}\right]^b ,\qquad a,b>0 .
\]

In a kinetic-energy meta-GGA it switches between the Weizsäcker enhancement factor and a gradient expansion. I am told that it stays between 0 and 1, increases strictly, and tends to 0 and 1 at the two ends. Can this be proved rigorously and checked by machine, and is the join to the constant values really smooth?

## Yes, with the formula kept inside the interval and constants outside

The ratio is defined as written and used only for \(0<z<a\). A separate switching function is 0 for \(z\le 0\), equals \(f\) in between, and is 1 for \(z\ge a\). The bare formula would not do on the whole line: Lean sets \(a/0=0\), which would give it the value 1 at \(z=0\), where the limit from the right is 0.

**Range.** Write \(u=e^{a/z}\), \(v=e^{a/(a-z)}\) and \(R=(1+v)/(u+v)\), so that \(f=R^b\). For \(0<z<a\) we have \(u>1\) and \(v>0\), hence \(0<1+v<u+v\) and \(0<R<1\). A positive power keeps the value in \((0,1)\).

**Monotonicity.** Let \(0<z<w<a\), and let \(u',v'\) be the exponentials at \(w\). Then \(u'<u\) and \(v'>v\). Cross-multiplying, \(R(z)<R(w)\) means \((1+v)(u'+v')<(1+v')(u+v)\), and the difference of the two sides is

\[
(1+v')(u+v)-(1+v)(u'+v')=(u-u')(1+v)+(v'-v)(u-1)>0 .
\]

Raising to the power \(b>0\) preserves the order.

**Limits and smoothness.** Put \(p=1/u=e^{-a/z}\) and \(q=1/v=e^{-a/(a-z)}\). Then

\[
R=\frac{p(1+q)}{p+q},\qquad f=p^b\left(\frac{1+q}{p+q}\right)^b .
\]

As \(z\to0^+\), \(p\to0\) and \(q\to e^{-1}\), so \(f\to0\). As \(z\to a^-\), \(p\to e^{-1}\) and \(q\to0\), so \(f\to1\).

Now let \(g(x)=e^{-1/x}\) for \(x>0\) and \(g(x)=0\) for \(x\le0\), a function with derivatives of every order. Extend \(p\) and \(q\) to the whole line as \(g(z/a)\) and \(g((a-z)/a)\). Likewise \(p^b=e^{-ab/z}\) extends as \(g(z/(ab))\). At every \(z\) at least one of \(p,q\) is positive, so \((1+q)/(p+q)\) is smooth and positive, and so is its \(b\)-th power. The product is therefore smooth. It vanishes for \(z\le0\); for \(z\ge a\), where \(q=0\), it equals \(p^b p^{-b}=1\). It is thus the switching function.

**The enhancement factor.** From now on let \(f\) denote the whole switching function. Let \(F_W\) be the Weizsäcker enhancement factor and \(F_{GE}\) that of the gradient expansion, each a kinetic-energy density divided by the Thomas-Fermi one. With \(z=F_{GE}-F_W\), set \(F=F_W+z f(z)\). If \(z\le0\), then \(F=F_W\). If \(z>0\), then \(0<f\le1\) gives \(F_W<F\le F_{GE}\). Finally, \(F=F_{GE}\) means \(z(f(z)-1)=0\), so either \(z=0\) or \(f(z)=1\), and the latter holds exactly when \(z\ge a\).

## What the Lean statements say about the functional

`pcRatio a z` is \(R\), `pcSwitch a b z` is the switching function, and `pcEnhancement a b FW FG` is \(F\), with `FW` for \(F_W\) and `FG` for \(F_{GE}\). The parameter \(a\) sets how far the gradient expansion must exceed the Weizsäcker value before it is used unchanged; \(b\) shapes the transition. Both are arbitrary positive reals here, not fitted values.

`perdewConstantin_interpolation` has four parts: `MapsTo` gives the range, `StrictMonoOn` the strict increase on `Ioo 0 a`, and the two `Tendsto` clauses the one-sided limits, with `𝓝[>] 0` for approach from above and `𝓝[<] a` for approach from below. `pcSwitch_contDiff` gives differentiability to any order `n`, infinite order included.

For a kinetic-energy functional, this smoothness means that the switch itself adds no kink to the functional derivative. By `pcEnhancement_bounds`, \(F\) never falls below the Weizsäcker factor. In these statements `FW` and `FG` are arbitrary real numbers, and neither their dependence on the density nor the accuracy of the functional enters.

```lean
import Mathlib

open Filter Topology Set

namespace PerdewConstantinSwitch

noncomputable section

/-- The Perdew-Constantin ratio of exponentials, meant for `0 < z < a`. -/
def pcRatio (a z : ℝ) : ℝ :=
  (1 + Real.exp (a / (a - z))) / (Real.exp (a / z) + Real.exp (a / (a - z)))

/-- The switching function on the whole line: `0` for `z ≤ 0`, `1` for `z ≥ a > 0`, and the
`b`-th power of the Perdew-Constantin ratio in between. -/
def pcSwitch (a b z : ℝ) : ℝ :=
  if z ≤ 0 then 0 else if a ≤ z then 1 else pcRatio a z ^ b

/-- The interpolated kinetic-energy enhancement factor, built from the Weizsäcker value `FW` and
a gradient-expansion value `FG`. -/
def pcEnhancement (a b FW FG : ℝ) : ℝ :=
  FW + (FG - FW) * pcSwitch a b (FG - FW)

/-- Between the end points the ratio lies strictly between 0 and 1. -/
theorem pcRatio_mem {a z : ℝ} (hz : z ∈ Ioo 0 a) : pcRatio a z ∈ Ioo (0 : ℝ) 1 := by
  have hu : 1 < Real.exp (a / z) :=
    Real.one_lt_exp_iff.mpr (div_pos (hz.1.trans hz.2) hz.1)
  have hv := Real.exp_pos (a / (a - z))
  constructor
  · unfold pcRatio
    positivity
  · unfold pcRatio
    rw [div_lt_one (by positivity)]
    linarith

/-- The ratio is strictly increasing between the end points. -/
theorem pcRatio_strictMonoOn (a : ℝ) : StrictMonoOn (pcRatio a) (Ioo 0 a) := by
  intro z hz w hw hzw
  have ha : 0 < a := hz.1.trans hz.2
  -- one exponential falls, the other grows
  have hu : Real.exp (a / w) < Real.exp (a / z) :=
    Real.exp_lt_exp.mpr (div_lt_div_of_pos_left ha hz.1 hzw)
  have hv : Real.exp (a / (a - z)) < Real.exp (a / (a - w)) :=
    Real.exp_lt_exp.mpr
      (div_lt_div_of_pos_left ha (sub_pos.mpr hw.2) (by linarith))
  have h1 : 1 < Real.exp (a / z) := Real.one_lt_exp_iff.mpr (div_pos ha hz.1)
  have hv0 := Real.exp_pos (a / (a - z))
  unfold pcRatio
  rw [div_lt_div_iff₀ (by positivity) (by positivity)]
  nlinarith [mul_pos (sub_pos.mpr hu) (add_pos one_pos hv0),
    mul_pos (sub_pos.mpr hv) (sub_pos.mpr h1)]

/-- The switching function is positive for every positive argument. -/
theorem pcSwitch_pos {a b z : ℝ} (hz : 0 < z) : 0 < pcSwitch a b z := by
  rw [pcSwitch, if_neg (not_le.mpr hz)]
  split_ifs with h
  · exact one_pos
  · exact Real.rpow_pos_of_pos (pcRatio_mem ⟨hz, not_le.mp h⟩).1 b

/-- For `b > 0` the switching function is smaller than 1 below the upper end point `a`. -/
theorem pcSwitch_lt_one {a b z : ℝ} (hb : 0 < b) (hz : z < a) : pcSwitch a b z < 1 := by
  by_cases h : z ≤ 0
  · rw [pcSwitch, if_pos h]
    exact one_pos
  · have hm := pcRatio_mem ⟨not_le.mp h, hz⟩
    rw [pcSwitch, if_neg h, if_neg (not_le.mpr hz)]
    exact Real.rpow_lt_one hm.1.le hm.2 hb

/-- For `a, b > 0` the switching function is differentiable to every order on the whole real
line, the two joining points included. -/
theorem pcSwitch_contDiff {a b : ℝ} (ha : 0 < a) (hb : 0 < b) (n : ℕ∞) :
    ContDiff ℝ n (pcSwitch a b) := by
  have hexp : ∀ x : ℝ, 0 < x → expNegInvGlue x = Real.exp (-x⁻¹) := by
    intro x hx
    rw [expNegInvGlue, if_neg (not_le.mpr hx)]
  have hfrac : ∀ u v : ℝ, 0 < u → 0 < v →
      (1 + v) / (u + v) = u⁻¹ * ((1 + v⁻¹) / (u⁻¹ + v⁻¹)) := by
    intro u v hu hv
    field_simp
    ring
  -- a flat smooth factor times a power of a positive smooth function
  have key : pcSwitch a b = fun z => expNegInvGlue (z / (a * b)) *
      ((1 + expNegInvGlue ((a - z) / a)) /
        (expNegInvGlue (z / a) + expNegInvGlue ((a - z) / a))) ^ b := by
    funext z
    by_cases h0 : z ≤ 0
    · rw [pcSwitch, if_pos h0, expNegInvGlue.zero_of_nonpos
        (div_nonpos_of_nonpos_of_nonneg h0 (by positivity)), zero_mul]
    have hz : 0 < z := not_le.mp h0
    by_cases h1 : a ≤ z
    · rw [pcSwitch, if_neg h0, if_pos h1, expNegInvGlue.zero_of_nonpos
        (div_nonpos_of_nonpos_of_nonneg (sub_nonpos.mpr h1) ha.le),
        hexp _ (by positivity), hexp _ (by positivity), add_zero, add_zero, one_div,
        ← Real.exp_neg, neg_neg, ← Real.exp_mul, ← Real.exp_add, inv_div, inv_div]
      have : -(a * b / z) + a / z * b = 0 := by ring
      rw [this, Real.exp_zero]
    · have haz : 0 < a - z := sub_pos.mpr (not_le.mp h1)
      rw [pcSwitch, if_neg h0, if_neg h1, hexp _ (by positivity), hexp _ (by positivity),
        hexp _ (by positivity), inv_div, inv_div, inv_div, pcRatio,
        hfrac _ _ (Real.exp_pos _) (Real.exp_pos _), ← Real.exp_neg, ← Real.exp_neg,
        Real.mul_rpow (by positivity) (by positivity), ← Real.exp_mul]
      have : -(a / z) * b = -(a * b / z) := by ring
      rw [this]
  have hG : ContDiff ℝ n expNegInvGlue := expNegInvGlue.contDiff
  have hA : ContDiff ℝ n (fun z : ℝ => expNegInvGlue (z / (a * b))) :=
    hG.comp (contDiff_id.div_const _)
  have hP : ContDiff ℝ n (fun z : ℝ => expNegInvGlue (z / a)) :=
    hG.comp (contDiff_id.div_const _)
  have hQ : ContDiff ℝ n (fun z : ℝ => expNegInvGlue ((a - z) / a)) :=
    hG.comp ((contDiff_const.sub contDiff_id).div_const _)
  have hpos : ∀ z : ℝ, 0 < expNegInvGlue (z / a) + expNegInvGlue ((a - z) / a) := by
    intro z
    rcases lt_or_ge 0 z with h | h
    · exact add_pos_of_pos_of_nonneg (expNegInvGlue.pos_of_pos (div_pos h ha))
        (expNegInvGlue.nonneg _)
    · exact add_pos_of_nonneg_of_pos (expNegInvGlue.nonneg _)
        (expNegInvGlue.pos_of_pos (div_pos (by linarith) ha))
  rw [key]
  refine hA.mul (((contDiff_const.add hQ).div (hP.add hQ)
    (fun z => (hpos z).ne')).rpow_const_of_ne (fun z => ?_))
  exact (div_pos (add_pos_of_pos_of_nonneg one_pos (expNegInvGlue.nonneg _)) (hpos z)).ne'

/-- For `a, b > 0` the Perdew-Constantin interpolation takes values in (0,1) on `0 < z < a`, is
strictly increasing there, and tends to 0 at the lower and to 1 at the upper end point. -/
theorem perdewConstantin_interpolation {a b : ℝ} (ha : 0 < a) (hb : 0 < b) :
    MapsTo (fun z => pcRatio a z ^ b) (Ioo 0 a) (Ioo 0 1) ∧
    StrictMonoOn (fun z => pcRatio a z ^ b) (Ioo 0 a) ∧
    Tendsto (fun z => pcRatio a z ^ b) (𝓝[>] 0) (𝓝 0) ∧
    Tendsto (fun z => pcRatio a z ^ b) (𝓝[<] a) (𝓝 1) := by
  have hc : Continuous (pcSwitch a b) := (pcSwitch_contDiff ha hb 0).continuous
  have heq : ∀ z ∈ Ioo 0 a, pcSwitch a b z = pcRatio a z ^ b := by
    intro z hz
    rw [pcSwitch, if_neg (not_le.mpr hz.1), if_neg (not_le.mpr hz.2)]
  refine ⟨fun z hz => ?_, fun z hz w hw hzw => ?_, ?_, ?_⟩
  · have hm := pcRatio_mem hz
    exact ⟨Real.rpow_pos_of_pos hm.1 b, Real.rpow_lt_one hm.1.le hm.2 hb⟩
  · exact Real.rpow_lt_rpow (pcRatio_mem hz).1.le (pcRatio_strictMonoOn a hz hw hzw) hb
  -- the limits are the values of the continuous switching function
  · have h := (hc.tendsto 0).mono_left (nhdsWithin_le_nhds (s := Ioi 0))
    rw [show pcSwitch a b 0 = 0 from if_pos le_rfl] at h
    refine h.congr' ?_
    filter_upwards [Ioo_mem_nhdsGT ha] with z hz using heq z hz
  · have h := (hc.tendsto a).mono_left (nhdsWithin_le_nhds (s := Iio a))
    rw [show pcSwitch a b a = 1 by
      rw [pcSwitch, if_neg (not_le.mpr ha), if_pos le_rfl]] at h
    refine h.congr' ?_
    filter_upwards [Ioo_mem_nhdsLT ha] with z hz using heq z hz

/-- For `b > 0` the interpolated enhancement factor never falls below the Weizsäcker value and never
exceeds the larger of its two ingredients. -/
theorem pcEnhancement_bounds {b : ℝ} (hb : 0 < b) (a FW FG : ℝ) :
    FW ≤ pcEnhancement a b FW FG ∧ pcEnhancement a b FW FG ≤ max FW FG := by
  unfold pcEnhancement
  rcases le_or_gt (FG - FW) 0 with h | h
  · rw [pcSwitch, if_pos h, mul_zero, add_zero]
    exact ⟨le_rfl, le_max_left _ _⟩
  · have hs := pcSwitch_pos (a := a) (b := b) h
    have hs1 : pcSwitch a b (FG - FW) ≤ 1 := by
      rcases lt_or_ge (FG - FW) a with h1 | h1
      · exact (pcSwitch_lt_one hb h1).le
      · rw [pcSwitch, if_neg (not_le.mpr h), if_pos h1]
    exact ⟨by nlinarith [mul_pos h hs], le_max_of_le_right (by nlinarith)⟩

/-- The interpolated factor equals the Weizsäcker value exactly when the gradient expansion does
not exceed that value. -/
theorem pcEnhancement_eq_weizsacker_iff (a b FW FG : ℝ) :
    pcEnhancement a b FW FG = FW ↔ FG ≤ FW := by
  unfold pcEnhancement
  constructor
  · intro h
    by_contra hlt
    have hz : 0 < FG - FW := sub_pos.mpr (not_le.mp hlt)
    linarith [mul_pos hz (pcSwitch_pos (a := a) (b := b) hz)]
  · intro h
    rw [pcSwitch, if_pos (sub_nonpos.mpr h), mul_zero, add_zero]

/-- For `a, b > 0` the interpolated factor equals the gradient expansion exactly when the latter
coincides with the Weizsäcker value or exceeds it by at least `a`. -/
theorem pcEnhancement_eq_gradient_iff {a b : ℝ} (ha : 0 < a) (hb : 0 < b) (FW FG : ℝ) :
    pcEnhancement a b FW FG = FG ↔ FG = FW ∨ FW + a ≤ FG := by
  unfold pcEnhancement
  constructor
  · intro h
    have h0 : (FG - FW) * (pcSwitch a b (FG - FW) - 1) = 0 := by linear_combination h
    rcases mul_eq_zero.mp h0 with h1 | h1
    · exact Or.inl (sub_eq_zero.mp h1)
    · right
      by_contra hlt
      have hz : FG - FW < a := by linarith [not_le.mp hlt]
      linarith [pcSwitch_lt_one hb hz]
  · rintro (h | h)
    · rw [h, sub_self, zero_mul, add_zero]
    · have h1 : a ≤ FG - FW := by linarith
      rw [pcSwitch, if_neg (not_le.mpr (ha.trans_le h1)), if_pos h1]
      ring

end

end PerdewConstantinSwitch
```

```lean
#print axioms PerdewConstantinSwitch.perdewConstantin_interpolation
-- 'PerdewConstantinSwitch.perdewConstantin_interpolation' depends on axioms: [propext, Classical.choice, Quot.sound]
#print axioms PerdewConstantinSwitch.pcEnhancement_bounds
-- 'PerdewConstantinSwitch.pcEnhancement_bounds' depends on axioms: [propext, Classical.choice, Quot.sound]
#print axioms PerdewConstantinSwitch.pcEnhancement_eq_weizsacker_iff
-- 'PerdewConstantinSwitch.pcEnhancement_eq_weizsacker_iff' depends on axioms: [propext, Classical.choice, Quot.sound]
#print axioms PerdewConstantinSwitch.pcEnhancement_eq_gradient_iff
-- 'PerdewConstantinSwitch.pcEnhancement_eq_gradient_iff' depends on axioms: [propext, Classical.choice, Quot.sound]
```

## How the proof follows the calculation

`pcRatio_mem` is the range argument. In `pcRatio_strictMonoOn`, `div_lt_div_iff₀` cross-multiplies, and `nlinarith` receives exactly the two positive products displayed above.

`pcSwitch_pos` and `pcSwitch_lt_one` carry the bounds over to the piecewise function. In `pcSwitch_contDiff`, Mathlib's `expNegInvGlue` is \(g\), and `key` proves the product formula in the three regions, using `hfrac` to pass from \(u,v\) to their inverses. `hpos` shows \(p+q>0\), which permits the division and, through `rpow_const_of_ne`, the real power.

The main theorem takes its limits from continuity, the case `n = 0`: the switching function has the values 0 and 1 at the end points and agrees with \(R^b\) between them. The three enhancement theorems split on the sign of \(F_{GE}-F_W\) or factor the equation, as above.

## The case b = 0, and a definition by the product

The condition \(b>0\) is needed. With \(a=1\) and \(b=0\), \(f\) is identically 1 on \((0,1)\): it is neither below 1 nor strictly increasing, its limit at 0 from the right is 1, and the switching function jumps at \(z=0\).

Another model would define the switch directly by the product of \(g(z/(ab))\) and the positive power. Smoothness would then follow from the positivity of \(p+q\), without comparing formulas in three regions, but agreement with the Perdew-Constantin formula would become a theorem to prove. The piecewise definition keeps that formula visible and places the work in `key`.
